# A constant conductance floor drives the parallel-to-antiparallel conductance ratio of thick model tunnel junctions to one

A calculated magnetoresistance that collapses as the barrier gets thicker can be misread as a loss of spin filtering. The same collapse appears when filtering is perfectly intact but the same small spurious conductance, independent of thickness, has been added to both magnetic configurations. Numerical broadening is one conceivable source.

## Two exponentials and a floor

Let \(d\) be the barrier thickness. The parallel and antiparallel configurations have tunnel conductances

\[
A(d)=a\,e^{-pd},\qquad B(d)=b\,e^{-qd},\qquad a\ge b>0,\quad q>p>0 .
\]

The condition \(q>p\) says that the antiparallel conductance decays faster, as when symmetry denies that configuration the slowest evanescent state. A floor \(h\ge 0\) is added to both, and the ratio is

\[
R(d,h)=\frac{A(d)+h}{B(d)+h}.
\]

The magnetoresistance, normalised to the antiparallel conductance, is \(R-1\). The floor stands for leakage that depends neither on thickness nor on magnetic configuration. This is a postulate: real broadening may leave a residue that varies with both.

## What happens to the ratio

For \(h=0\), \(R\) diverges as \(d\to\infty\). For every fixed \(h>0\) it tends to 1. At every fixed \(d>0\) it strictly decreases in \(h\) on \([0,\infty)\).

**The gap.** For \(d>0\) we have \(e^{-qd}<e^{-pd}\), hence

\[
B=b\,e^{-qd}<b\,e^{-pd}\le a\,e^{-pd}=A .
\]

**No floor.** Dividing the exponentials gives \(R(d,0)=(a/b)\,e^{(q-p)d}\), which diverges because \(q-p>0\).

**Positive floor.** Both \(A\) and \(B\) vanish as \(d\to\infty\), so \(R\to h/h=1\).

**Raising the floor.** Take \(0\le h_1<h_2\) at fixed \(d>0\). The denominators are positive, so \(R(d,h_2)<R(d,h_1)\) is equivalent to \((A+h_2)(B+h_1)<(A+h_1)(B+h_2)\). This holds because

\[
(A+h_1)(B+h_2)-(A+h_2)(B+h_1)=(A-B)(h_2-h_1)>0 .
\]

At \(d=0\) with \(a=b\), the ratio is 1 for every \(h\), so strict decrease fails at that point.

## A ceiling and a best thickness

The excess over one is

\[
R-1=\frac{A-B}{B+h}.
\]

It is positive for \(d>0\). For \(h>0\) it is less than \(A/(B+h)\), and therefore less than \(A/h\): the visible signal is bounded by the parallel tunnel conductance measured against the floor.

Now let \(a=b\) and \(h>0\). Then \(R(0,h)=1\), \(R(1,h)>1\), and \(R\to1\) at large \(d\). Some \(N\) therefore exists with \(R(d,h)<R(1,h)\) for all \(d\ge N\). On the compact interval \([0,\max(N,1)]\) the continuous function \(R\) attains a maximum, which is at least \(R(1,h)\). It exceeds every value further out, and it does not sit at \(d=0\).

## The floor in a computed thickness series

Suppose that the two computed conductances contain the same residue \(h\) at every thickness; using the same broadening for both does not by itself ensure this. Their quotient is then \(R(d,h)\). Take \(a=b=1\), \(p=1\), \(q=2\) and \(h=10^{-6}\), with thickness in units of \(1/p\) and conductance in units of \(a\):

| \(d\) | \(R(d,0)\) | \(R(d,h)\) |
|---|---|---|
| 5 | 148 | 145 |
| 10 | \(2.2\times10^4\) | 46 |
| 15 | \(3.3\times10^6\) | 1.31 |

For simulations of coherent tunnelling, the model shows that a falling ratio need not signal weaker filtering, provided that one exponential per configuration and a constant common floor describe the data.

## Reading the Lean statement

`tunnelConductance a p d` is \(A(d)\), `tunnelConductance b q d` is \(B(d)\), and `conductanceRatio a b p q d h` is \(R(d,h)\). All arguments are real numbers. The main theorem, `broadening_floor`, assumes \(b>0\), \(b\le a\), \(p>0\) and \(p<q\); positivity of \(a\) and \(q\) follows.

Its conclusion has three parts. `Tendsto … atTop atTop` is divergence with thickness. `Tendsto … atTop (𝓝 1)` is convergence to one, with \(h\) fixed before \(d\) grows. `StrictAntiOn … (Set.Ici 0)` is strict decrease over all floors \(h\ge0\), at each fixed \(d>0\).

The exponential laws are assumed, not derived from a Hamiltonian. The model has no sum over transverse momenta, no resonances and no inelastic transport. `exists_optimal_thickness` gives existence for equal prefactors, without a formula for the thickness or a claim of uniqueness.

## The complete file

```lean
import Mathlib

open Filter Topology

namespace TunnelJunctionFloor

noncomputable section

/-- Tunnel conductance of a barrier of thickness `d`, with prefactor `a` and decay rate `p`. -/
def tunnelConductance (a p d : ℝ) : ℝ := a * Real.exp (-(p * d))

/-- Ratio of parallel to antiparallel conductance at thickness `d`, when the same floor `h` is added
to both; it is meaningful as a ratio where the total antiparallel conductance is nonzero. -/
def conductanceRatio (a b p q d h : ℝ) : ℝ :=
  (tunnelConductance a p d + h) / (tunnelConductance b q d + h)

/-- A tunnel conductance with positive prefactor is positive. -/
theorem tunnelConductance_pos {a : ℝ} (ha : 0 < a) (p d : ℝ) :
    0 < tunnelConductance a p d :=
  mul_pos ha (Real.exp_pos _)

/-- At positive thickness, the channel with the slower decay and the no smaller prefactor
conducts strictly better, the smaller prefactor being positive. -/
theorem antiparallel_lt_parallel {a b p q d : ℝ} (hb : 0 < b) (hab : b ≤ a)
    (hpq : p < q) (hd : 0 < d) :
    tunnelConductance b q d < tunnelConductance a p d := by
  have hexp : Real.exp (-(q * d)) < Real.exp (-(p * d)) :=
    Real.exp_lt_exp.2 (by nlinarith [mul_pos (sub_pos.2 hpq) hd])
  unfold tunnelConductance
  calc b * Real.exp (-(q * d)) < b * Real.exp (-(p * d)) := mul_lt_mul_of_pos_left hexp hb
    _ ≤ a * Real.exp (-(p * d)) := mul_le_mul_of_nonneg_right hab (Real.exp_pos _).le

/-- Without a floor, and with nonzero antiparallel prefactor `b`, the ratio times `b` equals
`a` times an exponential in the thickness whose rate is the difference of the decay rates. -/
theorem ratio_without_floor {b : ℝ} (hb : b ≠ 0) (a p q d : ℝ) :
    b * conductanceRatio a b p q d 0 = a * Real.exp ((q - p) * d) := by
  have hsplit : Real.exp (-(p * d)) = Real.exp ((q - p) * d) * Real.exp (-(q * d)) := by
    rw [← Real.exp_add]
    congr 1
    ring
  unfold conductanceRatio tunnelConductance
  rw [add_zero, add_zero, ← mul_div_assoc,
    div_eq_iff (mul_ne_zero hb (Real.exp_ne_zero _)), hsplit]
  ring

/-- With a positive floor and positive decay rates, the conductance ratio tends to one as the
barrier becomes thick. -/
theorem ratio_tendsto_one {p q h : ℝ} (a b : ℝ) (hp : 0 < p) (hq : 0 < q) (hh : 0 < h) :
    Tendsto (fun d => conductanceRatio a b p q d h) atTop (𝓝 1) := by
  -- each tunnel conductance dies out with thickness
  have hG : ∀ c r : ℝ, 0 < r → Tendsto (fun d => tunnelConductance c r d) atTop (𝓝 0) := by
    intro c r hr
    have hlin : Tendsto (fun d : ℝ => r * d) atTop atTop := tendsto_id.const_mul_atTop hr
    have hexp : Tendsto (fun d : ℝ => Real.exp (-(r * d))) atTop (𝓝 0) :=
      Real.tendsto_exp_neg_atTop_nhds_zero.comp hlin
    have hmul := hexp.const_mul c
    rw [mul_zero] at hmul
    exact hmul
  -- only the floor is left in numerator and denominator
  have key := ((hG a p hp).add_const h).div ((hG b q hq).add_const h)
    (by rw [zero_add]; exact hh.ne')
  rw [zero_add, div_self hh.ne'] at key
  exact key

/-- For positive thickness and a nonnegative floor, the ratio exceeds one if the parallel channel
decays more slowly and its prefactor is at least the positive antiparallel one. -/
theorem one_lt_ratio {a b p q d h : ℝ} (hb : 0 < b) (hab : b ≤ a) (hpq : p < q)
    (hd : 0 < d) (hh : 0 ≤ h) : 1 < conductanceRatio a b p q d h := by
  have hgap := antiparallel_lt_parallel hb hab hpq hd
  have hB := tunnelConductance_pos hb q d
  unfold conductanceRatio
  rw [lt_div_iff₀ (by linarith)]
  linarith

/-- For positive prefactors and a positive floor, the excess of the ratio over one is smaller than
the parallel tunnel conductance divided by the floor. -/
theorem ratio_lt_ceiling {a b h : ℝ} (ha : 0 < a) (hb : 0 < b) (hh : 0 < h) (p q d : ℝ) :
    conductanceRatio a b p q d h < 1 + tunnelConductance a p d / h := by
  have hA := tunnelConductance_pos ha p d
  have hB := tunnelConductance_pos hb q d
  have hcancel : tunnelConductance a p d / h * h = tunnelConductance a p d :=
    div_mul_cancel₀ _ hh.ne'
  unfold conductanceRatio
  rw [div_lt_iff₀ (by linarith)]
  nlinarith [mul_pos (div_pos hA hh) hB]

/-- Let `a ≥ b > 0` and `q > p > 0`. As the thickness grows, the conductance ratio diverges without
a floor but tends to one for every positive floor; at each positive thickness it strictly
decreases as the floor rises from zero. -/
theorem broadening_floor {a b p q : ℝ} (hb : 0 < b) (hab : b ≤ a) (hp : 0 < p) (hpq : p < q) :
    Tendsto (fun d => conductanceRatio a b p q d 0) atTop atTop ∧
    (∀ h, 0 < h → Tendsto (fun d => conductanceRatio a b p q d h) atTop (𝓝 1)) ∧
    (∀ d, 0 < d → StrictAntiOn (fun h => conductanceRatio a b p q d h) (Set.Ici 0)) := by
  refine ⟨?_, fun h hh => ratio_tendsto_one a b hp (hp.trans hpq) hh, ?_⟩
  · -- without a floor the ratio is a growing exponential
    have hform : (fun d => conductanceRatio a b p q d 0) =
        fun d => a / b * Real.exp ((q - p) * d) := by
      funext d
      rw [div_mul_eq_mul_div, eq_div_iff hb.ne', mul_comm]
      exact ratio_without_floor hb.ne' a p q d
    have hlin : Tendsto (fun d : ℝ => (q - p) * d) atTop atTop :=
      tendsto_id.const_mul_atTop (sub_pos.2 hpq)
    rw [hform]
    exact (Real.tendsto_exp_atTop.comp hlin).const_mul_atTop (div_pos (hb.trans_le hab) hb)
  · -- the conductance gap times the floor difference is positive
    intro d hd h₁ hh₁ h₂ hh₂ hlt
    have h1 : 0 ≤ h₁ := hh₁
    have h2 : 0 ≤ h₂ := hh₂
    have hgap := antiparallel_lt_parallel hb hab hpq hd
    have hB := tunnelConductance_pos hb q d
    change conductanceRatio a b p q d h₂ < conductanceRatio a b p q d h₁
    unfold conductanceRatio
    rw [div_lt_div_iff₀ (by linarith) (by linarith)]
    nlinarith [mul_pos (sub_pos.2 hgap) (sub_pos.2 hlt)]

/-- For equal positive prefactors, decay rates `q > p > 0` and a positive floor, some positive
thickness maximises the conductance ratio among all nonnegative thicknesses. -/
theorem exists_optimal_thickness {a p q h : ℝ} (ha : 0 < a) (hp : 0 < p) (hpq : p < q)
    (hh : 0 < h) :
    ∃ d₀, 0 < d₀ ∧ ∀ d, 0 ≤ d →
      conductanceRatio a a p q d h ≤ conductanceRatio a a p q d₀ h := by
  have hcont : Continuous (fun d => conductanceRatio a a p q d h) := by
    unfold conductanceRatio tunnelConductance
    exact Continuous.div (by fun_prop) (by fun_prop) (fun d => by positivity)
  have hone : 1 < conductanceRatio a a p q 1 h :=
    one_lt_ratio ha le_rfl hpq one_pos hh.le
  -- beyond some thickness N the ratio is below its value at thickness one
  obtain ⟨N, hN⟩ := eventually_atTop.1
    ((ratio_tendsto_one a a hp (hp.trans hpq) hh).eventually (gt_mem_nhds hone))
  have hmem : (1 : ℝ) ∈ Set.Icc 0 (max N 1) := ⟨zero_le_one, le_max_right _ _⟩
  obtain ⟨d₀, hd₀, hmax⟩ := isCompact_Icc.exists_isMaxOn ⟨1, hmem⟩ hcont.continuousOn
  have hbest : ∀ d ∈ Set.Icc 0 (max N 1),
      conductanceRatio a a p q d h ≤ conductanceRatio a a p q d₀ h := fun d hd => hmax hd
  refine ⟨d₀, lt_of_le_of_ne hd₀.1 ?_, fun d hd => ?_⟩
  · -- at zero thickness the ratio is one, so the maximum is not there
    intro hzero
    have hstart : conductanceRatio a a p q 0 h = 1 := by
      unfold conductanceRatio tunnelConductance
      rw [mul_zero, mul_zero]
      exact div_self (by positivity)
    have hle := hbest 1 hmem
    rw [← hzero, hstart] at hle
    linarith
  · rcases le_total d (max N 1) with hle | hge
    · exact hbest d ⟨hd, hle⟩
    · exact (hN d ((le_max_left _ _).trans hge)).le.trans (hbest 1 hmem)

end

end TunnelJunctionFloor
```

```lean
#print axioms TunnelJunctionFloor.one_lt_ratio
#print axioms TunnelJunctionFloor.ratio_lt_ceiling
#print axioms TunnelJunctionFloor.broadening_floor
#print axioms TunnelJunctionFloor.exists_optimal_thickness
```

```
'TunnelJunctionFloor.one_lt_ratio' depends on axioms: [propext, Classical.choice, Quot.sound]
'TunnelJunctionFloor.ratio_lt_ceiling' depends on axioms: [propext, Classical.choice, Quot.sound]
'TunnelJunctionFloor.broadening_floor' depends on axioms: [propext, Classical.choice, Quot.sound]
'TunnelJunctionFloor.exists_optimal_thickness' depends on axioms: [propext, Classical.choice, Quot.sound]
```

## From the algebra to the tactics

`tunnelConductance_pos` supplies the positive signs used in `one_lt_ratio`, `ratio_lt_ceiling` and `broadening_floor`. `antiparallel_lt_parallel` is the gap: `nlinarith` compares the exponents using \((q-p)d>0\), and the `calc` block repeats the two-step chain from \(B\) to \(A\).

`ratio_without_floor` proves \(bR(d,0)=a\,e^{(q-p)d}\) by splitting \(e^{-pd}\) into \(e^{(q-p)d}e^{-qd}\). In `ratio_tendsto_one`, the local statement `hG` shows that each tunnel term vanishes; the limit rules for sums and quotients then leave \(h/h\). This lemma needs no sign condition on the prefactors.

`one_lt_ratio` clears the positive denominator and uses the gap. `ratio_lt_ceiling` also clears the denominator but does not need the gap; the hint given to `nlinarith` is the positive product \((A/h)B\).

In `broadening_floor`, the first part rewrites the ratio as a growing exponential and the second calls `ratio_tendsto_one`. For the third, `div_lt_div_iff₀` cross-multiplies, and `nlinarith` receives the positivity of \((A-B)(h_2-h_1)\), the product found above.

`exists_optimal_thickness` takes \(N\) from the limit and the maximiser from `isCompact_Icc.exists_isMaxOn`. Placing the maximiser at zero would give \(R(1,h)\le1\), contradicting `one_lt_ratio`. A final case split compares thicknesses inside the interval directly and those beyond it through \(R(1,h)\).
